# The heat current of one electron channel fully open at every energy, at equal chemical potentials, is proportional to T1² − T2²

## Two energies, one above and one below μ

Take a channel that is fully open at every energy, between two reservoirs with the same chemical potential μ and temperatures T1 and T2. Look at just two energies, μ + x and μ − x, with x > 0. With the Fermi function f(x) = 1/(1 + exp x) and units in which k_B = h = 1, the upper level contributes, per unit energy, to the heat current out of the reservoir at T1

x (f(x/T1) − f(x/T2)).

The lower level contributes −x (f(−x/T1) − f(−x/T2)). Since f(−y) = 1 − f(y), the constants cancel and this equals the upper contribution. Electrons above μ and holes below it carry the same heat in the same direction. The pair gives

2x f(x/T1) − 2x f(x/T2),

a difference of two terms that each know only one reservoir. The full current is the integral over all such pairs.

## The current and its two consequences

In units with k_B = h = 1, the heat current out of reservoir 1 is

J = ∫ (E − μ) (f((E − μ)/T1) − f((E − μ)/T2)) dE,

with E running over the whole real line. For T1, T2 > 0 the integrand is integrable and

J = (π²/6)(T1² − T2²).

Differentiating in T1 at T1 = T2 = T gives the thermal conductance π²T/3, or π²k_B²T/(3h) with units restored. Also, J > 0 exactly when T1 > T2.

For T1 = 2 and T2 = 1, J = (π²/6)(4 − 1) = π²/2 ≈ 4.93. As T2 → 0⁺ at fixed T1, the formula tends to π²T1²/6, the contribution of the warm reservoir alone.

## Summing Boltzmann factors

Substitute x = E − μ, which removes μ. By the symmetry above, the integrand at every real x equals

|x| f(|x|/T1) − |x| f(|x|/T2).

Each term is bounded by |x| exp(−|x|/T) with its own T, so each is integrable and the two can be integrated separately. With x = Ty and evenness,

∫ |x| f(|x|/T) dx = T² ∫ |y| f(|y|) dy = 2T² ∫₀^∞ y f(y) dy.

For y > 0 we have exp(−y) < 1, and the geometric series gives

f(y) = exp(−y)/(1 + exp(−y)) = Σₙ (−1)ⁿ exp(−(n+1)y), n = 0, 1, 2, …

Integration by parts gives ∫₀^∞ y exp(−by) dy = 1/b² for b > 0. The integrals of the absolute values of the terms are therefore 1/(n+1)², which have a finite sum, so sum and integral may be exchanged:

∫₀^∞ y f(y) dy = Σₙ (−1)ⁿ/(n+1)².

The sum of all inverse squares is π²/6. Those with even denominators make up a quarter of it, π²/24, which leaves π²/8 for the odd ones. The alternating sum is π²/8 − π²/24 = π²/12.

Each reservoir thus contributes 2T² · π²/12 = π²T²/6, and subtraction gives J. The derivative of (π²/6)(s² − T²) at s = T is π²T/3. The sign follows from T1² − T2² = (T1 − T2)(T1 + T2), whose second factor is positive.

## How the Lean statements describe the channel

`fermi` is f, a function of the reduced energy. `heatIntegrand μ T1 T2 E` is the integrand at energy E, and `heatCurrent μ T1 T2` is its integral over the real line. All arguments are real numbers, and temperatures are measured as energies. A positive current flows out of the first reservoir.

`ballistic_heat_current` states both integrability and the value, for every real μ and positive temperatures. `thermal_conductance_quantum` uses `HasDerivAt`: the current, as a function of the first temperature with the second held at T, is differentiable at T with derivative `π ^ 2 / 3 * T`. `heatCurrent_pos_iff` is the sign statement.

The Landauer-type integral is taken as the definition of the current and is not derived from a scattering problem. It describes non-interacting electrons with transmission one at every energy and no band edges; a spin-degenerate mode counts as two channels. The value π²T/3 is the quantum of thermal conductance. In the same non-interacting picture it also bounds the thermal conductance of a channel whose transmission is at most one; that bound is not proved here, and the theorem gives only the value for the fully open channel.

For non-interacting transport calculations, the formula provides a check on the energy integration: with transmission set to one and a window around μ wide compared with both temperatures, the numerical heat current should approach it.

## The Lean file

```lean
import Mathlib

open MeasureTheory Set
open scoped Real

namespace ThermalConductanceQuantum

noncomputable section

/-- The Fermi function of the reduced energy `x`. -/
def fermi (x : ℝ) : ℝ := 1 / (1 + Real.exp x)

/-- The net heat current per unit energy, counted positive out of the first reservoir, in a
perfectly transmitting channel between reservoirs at temperatures `T1` and `T2` with common chemical
potential `μ` (units with `k_B = h = 1`). -/
def heatIntegrand (μ T1 T2 E : ℝ) : ℝ :=
  (E - μ) * (fermi ((E - μ) / T1) - fermi ((E - μ) / T2))

/-- The ballistic heat current of one channel: the heat integrand summed over all energies. -/
def heatCurrent (μ T1 T2 : ℝ) : ℝ := ∫ E, heatIntegrand μ T1 T2 E

/-- Particle-hole symmetry: the occupation at `-x` equals the vacancy at `x`. -/
theorem fermi_neg (x : ℝ) : fermi (-x) = 1 - fermi x := by
  have h : Real.exp (-x) * Real.exp x = 1 := by
    rw [← Real.exp_add, neg_add_cancel, Real.exp_zero]
  have h1 : 1 + Real.exp x ≠ 0 := by positivity
  have h2 : 1 + Real.exp (-x) ≠ 0 := by positivity
  unfold fermi
  rw [eq_sub_iff_add_eq, div_add_div _ _ h2 h1, div_eq_one_iff_eq (mul_ne_zero h2 h1)]
  linear_combination -h

/-- The alternating sum of inverse squares is `π² / 12`. -/
theorem hasSum_alternating :
    HasSum (fun n : ℕ => (-1 : ℝ) ^ n * (1 / ((n : ℝ) + 1) ^ 2)) (π ^ 2 / 12) := by
  have ha : HasSum (fun n : ℕ => 1 / ((n : ℝ) + 1) ^ 2) (π ^ 2 / 6) := by
    have h := (hasSum_nat_add_iff' (f := fun n : ℕ => 1 / (n : ℝ) ^ 2) 1).mpr hasSum_zeta_two
    simpa using h
  -- the terms with even denominator are a quarter of the full sum
  have ho : HasSum (fun k : ℕ => 1 / (((2 * k + 1 : ℕ) : ℝ) + 1) ^ 2) (1 / 4 * (π ^ 2 / 6)) := by
    refine (ha.mul_left (1 / 4)).congr_fun ?_
    intro k
    have hk : (k : ℝ) + 1 ≠ 0 := by positivity
    have e : ((2 * k + 1 : ℕ) : ℝ) + 1 = 2 * ((k : ℝ) + 1) := by push_cast; ring
    rw [e, mul_pow]
    field_simp
    try norm_num
  have hinj : Function.Injective (fun k : ℕ => 2 * k) := fun a b h => by
    dsimp only at h
    omega
  obtain ⟨S, hS⟩ := ha.summable.comp_injective hinj
  have hS' : HasSum (fun k : ℕ => 1 / (((2 * k : ℕ) : ℝ) + 1) ^ 2) S := hS
  have hval : S + 1 / 4 * (π ^ 2 / 6) = π ^ 2 / 6 :=
    (HasSum.even_add_odd (f := fun n : ℕ => 1 / ((n : ℝ) + 1) ^ 2) hS' ho).unique ha
  have he2 : HasSum (fun k : ℕ => (-1 : ℝ) ^ (2 * k) *
      (1 / (((2 * k : ℕ) : ℝ) + 1) ^ 2)) S := by
    simpa only [pow_mul, neg_one_sq, one_pow, one_mul] using hS'
  have ho2 : HasSum (fun k : ℕ => (-1 : ℝ) ^ (2 * k + 1) *
      (1 / (((2 * k + 1 : ℕ) : ℝ) + 1) ^ 2)) (-(1 / 4 * (π ^ 2 / 6))) := by
    have hodd : ∀ k : ℕ, (-1 : ℝ) ^ (2 * k + 1) = -1 := fun k => by
      rw [pow_succ, pow_mul, neg_one_sq, one_pow, one_mul]
    simpa only [hodd, neg_mul, one_mul] using ho.neg
  have h := HasSum.even_add_odd
    (f := fun n : ℕ => (-1 : ℝ) ^ n * (1 / ((n : ℝ) + 1) ^ 2)) he2 ho2
  have e : S + -(1 / 4 * (π ^ 2 / 6)) = π ^ 2 / 12 := by linarith
  rwa [e] at h

/-- The first energy moment of a Boltzmann factor with inverse temperature `b`. -/
theorem boltzmann_moment {b : ℝ} (hb : 0 < b) :
    ∫ x in Ioi (0 : ℝ), x * Real.exp (-(b * x)) = 1 / b ^ 2 := by
  have h := Real.integral_rpow_mul_exp_neg_mul_Ioi (a := 2) (r := b) two_pos hb
  have g := Real.Gamma_add_one (s := 1) one_ne_zero
  rw [Real.Gamma_one, one_add_one_eq_two, mul_one] at g
  have e : (2 : ℝ) - 1 = 1 := by norm_num
  rw [e, g, Real.rpow_two] at h
  simp only [Real.rpow_one] at h
  rw [h]
  ring

/-- The integral of `x * fermi x` over positive `x` is `π² / 12`. -/
theorem half_line_moment : ∫ x in Ioi (0 : ℝ), x * fermi x = π ^ 2 / 12 := by
  let F : ℕ → ℝ → ℝ := fun n x => (-1) ^ n * (x * Real.exp (-(((n : ℝ) + 1) * x)))
  have hm (n : ℕ) : ∫ x in Ioi (0 : ℝ), x * Real.exp (-(((n : ℝ) + 1) * x))
      = 1 / ((n : ℝ) + 1) ^ 2 := boltzmann_moment (by positivity)
  have hint (n : ℕ) : Integrable (F n) (volume.restrict (Ioi 0)) := by
    refine Integrable.const_mul ?_ _
    by_contra hn
    have h0 := hm n
    rw [integral_undef hn] at h0
    have : 0 < 1 / ((n : ℝ) + 1) ^ 2 := by positivity
    linarith
  have hnorm (n : ℕ) : ∫ x in Ioi (0 : ℝ), ‖F n x‖ = 1 / ((n : ℝ) + 1) ^ 2 := by
    rw [← hm n]
    refine setIntegral_congr_fun measurableSet_Ioi fun x hx => ?_
    have hx0 : 0 < x := hx
    have hp : 0 ≤ x * Real.exp (-(((n : ℝ) + 1) * x)) := by positivity
    simp only [F]
    rw [norm_mul, norm_pow, norm_neg, norm_one, one_pow, one_mul, Real.norm_of_nonneg hp]
  have hsum : Summable fun n => ∫ x in Ioi (0 : ℝ), ‖F n x‖ := by
    simp only [hnorm]
    refine hasSum_alternating.summable.norm.congr fun n => ?_
    have hp : 0 ≤ 1 / ((n : ℝ) + 1) ^ 2 := by positivity
    rw [norm_mul, norm_pow, norm_neg, norm_one, one_pow, one_mul, Real.norm_of_nonneg hp]
  have key := hasSum_integral_of_summable_integral_norm hint hsum
  have hF (n : ℕ) : ∫ x in Ioi (0 : ℝ), F n x = (-1) ^ n * (1 / ((n : ℝ) + 1) ^ 2) := by
    simp only [F]
    rw [integral_const_mul, hm]
  simp only [hF] at key
  rw [← key.unique hasSum_alternating]
  -- the Boltzmann expansion is a geometric series
  refine setIntegral_congr_fun measurableSet_Ioi fun x hx => ?_
  have hx0 : 0 < x := hx
  have hr : ‖-Real.exp (-x)‖ < 1 := by
    rw [norm_neg, Real.norm_of_nonneg (Real.exp_pos _).le, Real.exp_lt_one_iff]
    linarith
  have hg := (hasSum_geometric_of_norm_lt_one hr).mul_left (x * Real.exp (-x))
  have hterm : (fun n => F n x) = fun n => x * Real.exp (-x) * (-Real.exp (-x)) ^ n := by
    funext n
    have e : Real.exp (-(((n : ℝ) + 1) * x)) = Real.exp (-x) * Real.exp (-x) ^ n := by
      rw [← Real.exp_nat_mul, ← Real.exp_add]
      congr 1
      ring
    simp only [F]
    rw [e, neg_pow (Real.exp (-x))]
    ring
  change x * fermi x = ∑' n, F n x
  rw [hterm, hg.tsum_eq, fermi, Real.exp_neg]
  have h1 : Real.exp x ≠ 0 := (Real.exp_pos x).ne'
  have h2 : 1 + Real.exp x ≠ 0 := by positivity
  have h3 : 1 - -(Real.exp x)⁻¹ = (1 + Real.exp x) / Real.exp x := by
    field_simp
    try ring
  rw [h3, inv_div]
  field_simp

/-- The integral of `|x| * fermi (|x| / T)` over the real line, which is the contribution of one
reservoir at temperature `T` to the heat current, is `π² T² / 6`. -/
theorem reservoir_moment {T : ℝ} (hT : 0 < T) :
    ∫ x : ℝ, |x| * fermi (|x| / T) = π ^ 2 / 6 * T ^ 2 := by
  have h1 : ∫ y : ℝ, |y| * fermi |y| = 2 * ∫ y in Ioi (0 : ℝ), y * fermi y :=
    integral_comp_abs (f := fun y => y * fermi y)
  have h2 : ∫ x : ℝ, |x / T| * fermi |x / T| = |T| • ∫ y : ℝ, |y| * fermi |y| :=
    Measure.integral_comp_div (fun y => |y| * fermi |y|) T
  have h3 : ∀ x : ℝ, |x| * fermi (|x| / T) = T * (|x / T| * fermi |x / T|) := by
    intro x
    have e : T * (|x| / T) = |x| := by field_simp
    rw [abs_div, abs_of_pos hT, ← mul_assoc, e]
  simp only [h3]
  rw [integral_const_mul, h2, h1, half_line_moment, abs_of_pos hT, smul_eq_mul]
  ring

/-- The heat integrand is integrable over all energies, and the ballistic heat current of
one channel at equal chemical potentials is `(π² / 6) (T1² - T2²)`. -/
theorem ballistic_heat_current (μ : ℝ) {T1 T2 : ℝ} (h1 : 0 < T1) (h2 : 0 < T2) :
    Integrable (heatIntegrand μ T1 T2) ∧
      heatCurrent μ T1 T2 = π ^ 2 / 6 * (T1 ^ 2 - T2 ^ 2) := by
  have hi : ∀ {T : ℝ}, 0 < T → Integrable (fun x : ℝ => |x| * fermi (|x| / T)) := by
    intro T hT
    by_contra hn
    have h0 := reservoir_moment hT
    rw [integral_undef hn] at h0
    have : 0 < π ^ 2 / 6 * T ^ 2 := by positivity
    linarith
  -- particle-hole symmetry separates the two reservoirs
  have hs : (fun x : ℝ => x * (fermi (x / T1) - fermi (x / T2))) =
      fun x => |x| * fermi (|x| / T1) - |x| * fermi (|x| / T2) := by
    funext x
    rcases le_or_gt 0 x with hx | hx
    · rw [abs_of_nonneg hx]
      ring
    · rw [abs_of_neg hx, neg_div, neg_div, fermi_neg, fermi_neg]
      ring
  have hI : Integrable (fun x : ℝ => x * (fermi (x / T1) - fermi (x / T2))) := by
    rw [hs]
    exact (hi h1).sub (hi h2)
  refine ⟨hI.comp_sub_right μ, ?_⟩
  have hshift : heatCurrent μ T1 T2 = ∫ x : ℝ, x * (fermi (x / T1) - fermi (x / T2)) :=
    integral_sub_right_eq_self (fun x : ℝ => x * (fermi (x / T1) - fermi (x / T2))) μ
  rw [hshift, hs, integral_sub (hi h1) (hi h2), reservoir_moment h1, reservoir_moment h2]
  ring

/-- The quantum of thermal conductance: the response of the heat current to the temperature
of one reservoir, at equal temperatures `T`, is `π² T / 3`. -/
theorem thermal_conductance_quantum (μ : ℝ) {T : ℝ} (hT : 0 < T) :
    HasDerivAt (fun s => heatCurrent μ s T) (π ^ 2 / 3 * T) T := by
  have h : HasDerivAt (fun s : ℝ => π ^ 2 / 6 * (s ^ 2 - T ^ 2)) (π ^ 2 / 3 * T) T := by
    refine (((hasDerivAt_pow 2 T).sub_const (T ^ 2)).const_mul (π ^ 2 / 6)).congr_deriv ?_
    norm_num
    ring
  refine h.congr_of_eventuallyEq ?_
  filter_upwards [Ioi_mem_nhds hT] with s hs
  exact (ballistic_heat_current μ hs hT).2

/-- The heat current out of the first reservoir is positive exactly when that reservoir is
the hotter one. -/
theorem heatCurrent_pos_iff (μ : ℝ) {T1 T2 : ℝ} (h1 : 0 < T1) (h2 : 0 < T2) :
    0 < heatCurrent μ T1 T2 ↔ T2 < T1 := by
  have hc : 0 < π ^ 2 / 6 := by positivity
  rw [(ballistic_heat_current μ h1 h2).2, mul_pos_iff_of_pos_left hc]
  constructor <;> intro h <;> nlinarith

end

end ThermalConductanceQuantum
```

```lean
#print axioms ThermalConductanceQuantum.ballistic_heat_current
#print axioms ThermalConductanceQuantum.thermal_conductance_quantum
#print axioms ThermalConductanceQuantum.heatCurrent_pos_iff
```

```
'ThermalConductanceQuantum.ballistic_heat_current' depends on axioms: [propext, Classical.choice, Quot.sound]
'ThermalConductanceQuantum.thermal_conductance_quantum' depends on axioms: [propext, Classical.choice, Quot.sound]
'ThermalConductanceQuantum.heatCurrent_pos_iff' depends on axioms: [propext, Classical.choice, Quot.sound]
```

## How the proof follows the calculation

`fermi_neg` is the particle-hole symmetry, obtained by clearing denominators and using exp(−x) exp(x) = 1.

`hasSum_alternating` starts from Mathlib's `hasSum_zeta_two` and shifts the index by one. It splits the series by the parity of n: odd n gives the even denominators, with sum `1 / 4 * (π ^ 2 / 6)`, and the remaining sum `S` is fixed by the total. Recombining with alternating signs gives π²/12.

`boltzmann_moment` specialises Mathlib's Gamma-function integral to the first moment. In `half_line_moment`, `F n` is the n-th Boltzmann term. `hnorm` and `hsum` supply the absolute summability, and `hasSum_integral_of_summable_integral_norm` performs the exchange. The last part identifies the sum of the `F n x` with `x * fermi x` through the geometric series.

`reservoir_moment` applies scaling and then evenness. The main theorem needs integrability of each reservoir term, and here the proof departs from the exponential bound used above: Mathlib assigns the integral of a non-integrable function the value zero, so the positive value already found forces integrability. The identity `hs` separates the reservoirs by treating x ≥ 0 and x < 0 in turn, and translation invariance restores μ.

For the conductance, the closed formula holds for all positive s, hence in a neighbourhood of T, which is enough to transfer the derivative of the polynomial to the current. For the sign, the positive prefactor is removed and `nlinarith` compares the squares.
